# A defect δ at zero momentum transfer shifts the average over a Gamma-centred mesh of N points by δ/N

In a sum over a mesh of momentum transfers in a crystal, the term at zero transfer often needs separate treatment, and the lemma says how much a change in that term matters. It works in one dimension, with momentum transfer measured in units of the primitive reciprocal lattice vector, so that every integer is equivalent to zero transfer. Take any function `f` from the reals to the complex numbers, and add δ to its value at every integer. The average over the N points j/N, with j from 0 to N − 1 and N positive, then changes by exactly δ/N; `f` need be neither periodic nor continuous. The proof shows that only j = 0 gives an integer, so that δ enters the sum once. For any other j, if j/N were an integer n, then N would divide j and could not exceed it, though j is less than N.

The failing Lean file:

```lean
import Mathlib

open scoped Real

namespace StaggeredMeshFiniteSize

noncomputable section

open Classical in
/-- The function `f` with its value changed by `δ` at the integers, the points of zero
momentum transfer. -/
def withDefect (f : ℝ → ℂ) (δ : ℂ) (x : ℝ) : ℂ :=
  if ∃ n : ℤ, x = n then f x + δ else f x

/-- The average of `g` over the `N` mesh points `(j + s)/N`, `j < N`. -/
def meshAverage (N : ℕ) (s : ℝ) (g : ℝ → ℂ) : ℂ :=
  (∑ j ∈ Finset.range N, g (((j : ℝ) + s) / N)) / N

/-- On the Gamma-centred mesh the defect shifts the average of any function by `δ/N`. -/
theorem meshAverage_gamma_withDefect {N : ℕ} (hN : 0 < N) (f : ℝ → ℂ) (δ : ℂ) :
    meshAverage N 0 (withDefect f δ) = meshAverage N 0 f + δ / N := by
  have hNr : (N : ℝ) ≠ 0 := by exact_mod_cast hN.ne'
  -- only the mesh point `j = 0` is an integer
  have hterm : ∀ j ∈ Finset.range N, withDefect f δ (((j : ℝ) + 0) / N)
      = f (((j : ℝ) + 0) / N) + if j = 0 then δ else 0 := by
    intro j hj
    have hjN := Finset.mem_range.mp hj
    unfold withDefect
    by_cases h : j = 0
    · have hp : ∃ n : ℤ, ((j : ℝ) + 0) / N = n := ⟨0, by simp [h]⟩
      rw [if_pos h, if_pos hp]
    · have hn : ¬ ∃ n : ℤ, ((j : ℝ) + 0) / N = n := by
        rintro ⟨n, hn⟩
        rw [div_eq_iff hNr, add_zero] at hn
        have hz : (j : ℤ) = n * N := by exact_mod_cast hn
        have := Int.le_of_dvd (by omega : (0 : ℤ) < j) ⟨n, by rw [hz]; ring⟩
        omega
      rw [if_neg h, if_neg hn]
      exact (add_zero _).symm
  have hsum : ∑ j ∈ Finset.range N, (if j = 0 then δ else 0) = δ := by
    rw [Finset.sum_ite_eq', if_pos (Finset.mem_range.mpr hN)]
  unfold meshAverage
  rw [Finset.sum_congr rfl hterm, Finset.sum_add_distrib, hsum, add_div]

end

end StaggeredMeshFiniteSize
```

Lean reports:

```
Try this:
  [apply] ring_nf
  
  The `ring` tactic failed to close the goal. Use `ring_nf` to obtain a normal form.
    
  Note that `ring` works primarily in *commutative* rings. If you have a noncommutative ring, abelian group or module, consider using `noncomm_ring`, `abel` or `module` instead.
Main.lean:36:59: error: unsolved goals
N : ℕ
hN : 0 < N
f : ℝ → ℂ
δ : ℂ
hNr : ↑N ≠ 0
j : ℕ
hj : j ∈ Finset.range N
hjN : j < N
h : ¬j = 0
n : ℤ
hn : ↑j = ↑n * ↑N
hz : ↑j = n * ↑N
⊢ n * ↑N = n ^ 2
Main.lean:37:8: error: omega could not prove the goal:
a possible counterexample may satisfy the constraints
  b ≥ 1
  b - c ≥ 0
  a ≥ 1
  a - b ≥ 1
where
 a := ↑N
 b := n * ↑N
 c := n
```

This version goes through:

```diff
@@ -34,5 +34,6 @@
         rw [div_eq_iff hNr, add_zero] at hn
         have hz : (j : ℤ) = n * N := by exact_mod_cast hn
-        have := Int.le_of_dvd (by omega : (0 : ℤ) < j) ⟨n, by rw [hz]; ring⟩
+        have hd : (N : ℤ) ∣ (j : ℤ) := ⟨n, hz.trans (mul_comm _ _)⟩
+        have := Int.le_of_dvd (by omega : (0 : ℤ) < j) hd
         omega
       rw [if_neg h, if_neg hn]
```

Both errors come from a divisor that was never stated. `Int.le_of_dvd` takes a proof that some integer divides `j`, and concludes that this integer is at most `j`. The attempt gave the proof as a bare pair, the quotient `n` and an equation, and nothing there said that the divisor was `N`. Lean had to find it while checking the equation, and settled on `n`. This is why `ring` was left with `n * ↑N = n ^ 2`, which doesn't follow from the hypotheses.

The second error follows from the first. `omega` needed `N ≤ j` to contradict `j < N`, but had only `n ≤ j`, which appears in its counterexample as `b - c ≥ 0`.

The repair states the divisibility first, as `hd : (N : ℤ) ∣ (j : ℤ)`. The equation to prove is now `j = N * n`, which is `hz` with the product commuted, and `Int.le_of_dvd` gives the bound `omega` needs. Using `mul_comm` in place of `ring` is mere tidying.
